# Continuous forces and a force-constant jump at the symmetry-breaking onset of a one-angle mean-field model

For $K>0$ and $D>0$ let
$$m(D)=\min_{t\in\mathbb R}\Big[-D\cos t-\frac K2\sin^2 t\Big].$$
Then $m$ is continuously differentiable, with $m'(D)=-\min(D/K,1)$. Its second derivative is $-1/K$ for $0<D<K$ and $0$ for $D>K$, and it does not exist at $D=K$, where the minimising angle begins to move away from $t=0$.

Here "force" means the first derivative of the minimum energy with respect to $D$, up to sign, and "force constant" means the second. The parameter $D$ takes the place of a molecular geometry, and $K$ is held fixed.

## The energy and its minimum

The angle $t$ describes how far the occupied orbitals have been rotated away from the symmetric solution $t=0$. The splitting $D$ between the bonding and the antibonding orbital favours the symmetric solution. The interaction strength $K$ favours rotation, because electrons of opposite spin avoid each other when their orbitals localise on different sites.

The half-filled Hubbard dimer is an example. Let the occupied spin-up and spin-down orbitals be obtained from the bonding orbital by mixing in the antibonding one with opposite angles $t/2$ and $-t/2$. The unrestricted mean-field energy then has this form up to an additive constant, with $D$ equal to twice the hopping amplitude and $K$ equal to the on-site repulsion. Stretching the dimer lowers the hopping and so lowers $D$.

In the code `energy K D t` is this energy, with all three arguments real.

In Lean 4 with Mathlib:

```lean
import Mathlib

open Set Filter Topology

namespace SymmetryBreakingOnset

noncomputable section

/-- Model mean-field energy as a function of the angle `t`, with orbital splitting `D` and
interaction strength `K`. -/
def energy (K D t : ℝ) : ℝ := -D * Real.cos t - K / 2 * Real.sin t ^ 2
```

The function $m$ is `minEnergy K`, defined as the infimum of the set of all values that the energy takes as $t$ varies. An infimum need not be attained, so the existence of a minimising angle has to be proved, and this is done below for each range of $D$.

```lean
/-- The infimum of the mean-field energy over all rotation angles. -/
def minEnergy (K D : ℝ) : ℝ := sInf (range (energy K D))
```

The number $\min(D/K,1)$ also gets a name. It will turn out to be the cosine of the minimising angles, and minus the slope of $m$.

```lean
/-- The smaller of `D / K` and `1`, for `K ≠ 0`. -/
def optCos (K D : ℝ) : ℝ := min (D / K) 1
```

For $K>0$ the condition $D\le K$ is the same as $D/K\le 1$, so the smaller of the two numbers is $D/K$ on the broken-symmetry side and $1$ on the symmetric side. At $D=K$ both descriptions apply and agree.

```lean
/-- For `K > 0` and `D ≤ K`, `optCos` is `D / K`. -/
theorem optCos_of_le {K D : ℝ} (hK : 0 < K) (h : D ≤ K) : optCos K D = D / K :=
  min_eq_left ((div_le_one hK).2 h)

/-- For `K > 0` and `D ≥ K`, `optCos` is `1`. -/
theorem optCos_of_ge {K D : ℝ} (hK : 0 < K) (h : K ≤ D) : optCos K D = 1 :=
  min_eq_right ((one_le_div hK).2 h)
```

## Completing the square below the onset

Write $c=\cos t$ and replace $\sin^2t$ by $1-c^2$. Then
$$-Dc-\frac K2(1-c^2)=-\frac K2+\frac K2\Big(c^2-\frac{2D}{K}c\Big)=-\frac K2-\frac{D^2}{2K}+\frac K2\Big(c-\frac DK\Big)^2 .$$
The angle now appears only in the last term. The proof makes the same substitution with `Real.sin_sq`, clears the denominators and compares the two polynomials.

```lean
/-- For `K ≠ 0` the energy is a term independent of `t` plus `K / 2` times the square of
`cos t - D / K`. -/
theorem energy_eq_square {K : ℝ} (hK : K ≠ 0) (D t : ℝ) :
    energy K D t = -(K / 2) - D ^ 2 / (2 * K) + K / 2 * (Real.cos t - D / K) ^ 2 := by
  unfold energy
  rw [Real.sin_sq]
  field_simp
  ring
```

Since $K>0$, the square term is never negative, so the energy is at least $-K/2-D^2/(2K)$. This bound is reached if some angle has cosine $D/K$, which requires $-1\le D/K\le 1$, that is, $-K\le D\le K$. The angle $t=\arccos(D/K)$ then serves.

`IsLeast` combines these two facts: the value belongs to the range of the energy, and no other value in the range is lower. The first bullet of the proof supplies the angle, and the second supplies the bound, with `positivity` showing that the square term is nonnegative.

```lean
/-- For `K > 0` and `-K ≤ D ≤ K` the lowest energy is `-K/2 - D²/(2K)`, and it is attained. -/
theorem isLeast_broken {K D : ℝ} (hK : 0 < K) (h₁ : -K ≤ D) (h₂ : D ≤ K) :
    IsLeast (range (energy K D)) (-(K / 2) - D ^ 2 / (2 * K)) := by
  constructor
  · -- the square vanishes at the angle with cosine D / K
    refine ⟨Real.arccos (D / K), ?_⟩
    have h₃ : -1 ≤ D / K := by
      rw [le_div_iff₀ hK]
      linarith
    rw [energy_eq_square hK.ne', Real.cos_arccos h₃ ((div_le_one hK).2 h₂)]
    ring
  · rintro _ ⟨t, rfl⟩
    rw [energy_eq_square hK.ne']
    have : 0 ≤ K / 2 * (Real.cos t - D / K) ^ 2 := by positivity
    linarith
```

The limiting case $D=0$ is included. The energy is then $-(K/2)\sin^2t$, with minimum $-K/2$ at $t=\pm\pi/2$. In the Hubbard dimer this is the dissociation limit, in which one electron sits on each site and the two spins are opposite.

## Factorising above the onset

For $D\ge K$ the candidate minimum is the energy $-D$ of the symmetric solution $t=0$. The energy of any other angle, measured from this value, is
$$-Dc-\frac K2(1-c^2)+D=(1-c)\Big(D-\frac K2(1+c)\Big).$$
Since $c\le1$, the first factor is nonnegative. For the same reason $\frac K2(1+c)\le K\le D$, so the second factor is nonnegative too. Hence no angle has energy below $-D$.

In the code `h₁` is the statement about the second factor and `h₂` the statement about the product. The final `nlinarith` turns the product into the required inequality between energies.

```lean
/-- For `K > 0` and `D ≥ K` the lowest energy is `-D`, and it is attained. -/
theorem isLeast_symmetric {K D : ℝ} (hK : 0 < K) (h : K ≤ D) :
    IsLeast (range (energy K D)) (-D) := by
  constructor
  · exact ⟨0, by simp [energy]⟩
  · rintro _ ⟨t, rfl⟩
    have hc := Real.cos_le_one t
    have h₁ : 0 ≤ D - K / 2 * (1 + Real.cos t) := by nlinarith
    have h₂ := mul_nonneg (sub_nonneg.2 hc) h₁
    unfold energy
    rw [Real.sin_sq]
    nlinarith
```

## The angles that minimise the energy

The same two identities determine the minimisers. If $0<D\le K$, the energy equals its minimum exactly when the square vanishes, so $\cos t=D/K$. If $D>K$, then $\frac K2(1+c)\le K<D$, so the second factor is strictly positive. The product can vanish only through the first factor, which gives $\cos t=1$. Both cases read $\cos t=\min(D/K,1)$.

For $0<D<K$ there are thus two distinct minimising angles up to full turns, $t=\pm\arccos(D/K)$, with equal energy. For $D\ge K$ they have merged into $t=0$. In this model $D=K$ plays the part of the Coulson–Fischer point, the bond length at which an unrestricted solution of stretched H₂ separates from the restricted one. For the molecule itself both $D$ and $K$ would depend on the bond length.

The proof splits at $D\le K$ and uses `csInf_eq` to replace the infimum by the least value already found.

```lean
/-- For `K > 0` and `D > 0`, an angle has the lowest energy exactly when its cosine is the
smaller of `D / K` and `1`. -/
theorem minimiser_iff {K D : ℝ} (hK : 0 < K) (hD : 0 < D) (t : ℝ) :
    energy K D t = minEnergy K D ↔ Real.cos t = optCos K D := by
  unfold minEnergy
  rcases le_or_gt D K with h | h
  · rw [(isLeast_broken hK (by linarith) h).csInf_eq, optCos_of_le hK h,
      energy_eq_square hK.ne']
    constructor
    · intro e
      have e₁ : K / 2 * (Real.cos t - D / K) ^ 2 = 0 := by linarith
      have e₂ := (mul_eq_zero.1 e₁).resolve_left (by positivity)
      exact sub_eq_zero.1 (pow_eq_zero_iff two_ne_zero |>.1 e₂)
    · intro e
      rw [e]
      ring
  · rw [(isLeast_symmetric hK h.le).csInf_eq, optCos_of_ge hK h.le]
    unfold energy
    rw [Real.sin_sq]
    constructor
    · intro e
      have hc := Real.cos_le_one t
      have h₁ : 0 < D - K / 2 * (1 + Real.cos t) := by nlinarith
      have e₁ : (1 - Real.cos t) * (D - K / 2 * (1 + Real.cos t)) = 0 := by
        linear_combination e
      have e₂ := (mul_eq_zero.1 e₁).resolve_right h₁.ne'
      linarith
    · intro e
      rw [e]
      ring
```

## The slope of the minimum energy

On the two sides of the onset
$$m(D)=-\frac K2-\frac{D^2}{2K}\quad(0\le D\le K),\qquad m(D)=-D\quad(D\ge K).$$
Differentiating gives $-D/K$ and $-1$. At $D=K$ both slopes equal $-1$. The two formulas also give the same value there, $-K$, so the branches join without a kink and $m'(D)=-\min(D/K,1)$ for every $D>0$.

This is also what the Hellmann–Feynman argument suggests. The derivative of the energy with respect to $D$ at fixed $t$ is $-\cos t$, and at a minimising angle $\cos t=\min(D/K,1)$.

The formal proof first finds the derivative of each branch within its closed interval, `Icc 0 K` or `Ici K`; this is what `HasDerivWithinAt` expresses. Away from the onset, one of these intervals contains a neighbourhood of $D$, and the derivative is an ordinary one. At $D=K$ neither interval does, but their union does. Since the two one-sided derivatives are equal, `union` combines them into a two-sided derivative.

```lean
/-- For `K > 0` and `D > 0` the minimum energy is differentiable in `D`, with slope minus the
smaller of `D / K` and `1`. -/
theorem hasDerivAt_minEnergy {K D : ℝ} (hK : 0 < K) (hD : 0 < D) :
    HasDerivAt (minEnergy K) (-optCos K D) D := by
  -- the two branches, each on its closed interval
  have left : D ≤ K → HasDerivWithinAt (minEnergy K) (-optCos K D) (Icc 0 K) D := by
    intro h
    have h₁ : HasDerivAt (fun x : ℝ => -(K / 2) - x ^ 2 / (2 * K)) (-(D / K)) D := by
      refine (((hasDerivAt_pow 2 D).div_const (2 * K)).const_sub (-(K / 2))).congr_deriv ?_
      norm_num [mul_div_mul_left]
    have h₂ : ∀ x ∈ Icc 0 K, minEnergy K x = -(K / 2) - x ^ 2 / (2 * K) :=
      fun x hx => (isLeast_broken hK (by linarith [hx.1]) hx.2).csInf_eq
    rw [optCos_of_le hK h]
    exact h₁.hasDerivWithinAt.congr h₂ (h₂ D ⟨hD.le, h⟩)
  have right : K ≤ D → HasDerivWithinAt (minEnergy K) (-optCos K D) (Ici K) D := by
    intro h
    have h₂ : ∀ x ∈ Ici K, minEnergy K x = -x :=
      fun x hx => (isLeast_symmetric hK hx).csInf_eq
    rw [optCos_of_ge hK h]
    exact (hasDerivAt_neg' D).hasDerivWithinAt.congr h₂ (h₂ D h)
  rcases lt_trichotomy D K with h | h | h
  · exact (left h.le).hasDerivAt (Icc_mem_nhds hD h)
  · -- at the onset the slopes agree and the branches join
    refine ((left h.le).union (right h.ge)).hasDerivAt ?_
    filter_upwards [Ioi_mem_nhds hD] with x hx
    rcases le_total x K with h' | h'
    · exact Or.inl ⟨le_of_lt hx, h'⟩
    · exact Or.inr h'
  · exact (right h.le).hasDerivAt (Ici_mem_nhds h)
```

## Two force constants at the onset

The slope is now known on both sides of $K$, so it can be differentiated again. To the left $m'(D)=-D/K$, with derivative $-1/K$. To the right $m'(D)=-1$, with derivative $0$. Both formulas give the correct value $m'(K)=-1$ at the onset itself, so these are the one-sided derivatives of $m'$ at $K$.

In the statement `deriv (minEnergy K)` is $m'$, and the sets `Iic K` and `Ici K` select the left and the right side. The set `Iic K` also contains negative $D$, where the slope formula has not been established. The left half of the proof therefore uses the formula only close to $K$, which is enough for a derivative at $K$; the two `filter_upwards` conditions keep $D$ both at most $K$ and positive.

```lean
/-- For `K > 0`, the one-sided second derivatives of the minimum energy at `D = K` are `-1/K`
from the left and `0` from the right. -/
theorem onset_one_sided {K : ℝ} (hK : 0 < K) :
    HasDerivWithinAt (deriv (minEnergy K)) (-(1 / K)) (Iic K) K ∧
    HasDerivWithinAt (deriv (minEnergy K)) 0 (Ici K) K := by
  constructor
  · have h₁ : HasDerivAt (fun x : ℝ => -(x / K)) (-(1 / K)) K :=
      ((hasDerivAt_id' K).div_const K).fun_neg
    refine h₁.hasDerivWithinAt.congr_of_eventuallyEq ?_ ?_
    · filter_upwards [self_mem_nhdsWithin,
        mem_nhdsWithin_of_mem_nhds (Ioi_mem_nhds hK)] with x hx h0
      rw [(hasDerivAt_minEnergy hK h0).deriv, optCos_of_le hK hx]
    · rw [(hasDerivAt_minEnergy hK hK).deriv, optCos_of_le hK le_rfl]
  · have h₂ : ∀ x ∈ Ici K, deriv (minEnergy K) x = -1 := fun x hx => by
      rw [(hasDerivAt_minEnergy hK (lt_of_lt_of_le hK hx)).deriv, optCos_of_ge hK hx]
    exact (hasDerivAt_const K (-1 : ℝ)).hasDerivWithinAt.congr h₂ (h₂ K (mem_Ici.2 le_rfl))
```

## Continuous first derivative, discontinuous second derivative

The final theorem has five parts, all for a fixed $K>0$:

1. $m$ is differentiable at every $D>0$.
2. $m'$ is continuous on $D>0$.
3. $m'$ has derivative $-1/K$ at every $D$ with $0<D<K$.
4. $m'$ has derivative $0$ at every $D>K$.
5. $m'$ is not differentiable at $D=K$.

The first part follows from the slope formula. For the second, $-\min(D/K,1)$ is continuous in $D$, because the minimum of two continuous functions is continuous. For the third and fourth, $m'$ coincides with $-D/K$ or with $-1$ in a whole neighbourhood of the point, so it has the same derivative there. For the fifth, a derivative of $m'$ at $K$ would have to equal both one-sided derivatives. That would give $-1/K=0$, which is impossible. The code obtains the two equalities as `e₁` and `e₂` from the uniqueness of derivatives within a half-line.

The second derivatives are stated with `HasDerivAt`, which includes the existence of the derivative. This matters for the value $0$, since `deriv` also returns $0$ where a function has no derivative.

```lean
/-- For `K > 0` the minimum energy is continuously differentiable on `D > 0`. Its second
derivative is `-1/K` for `0 < D < K` and `0` for `D > K`, and does not exist at `D = K`. -/
theorem forces_continuous_force_constants_jump {K : ℝ} (hK : 0 < K) :
    (∀ D, 0 < D → DifferentiableAt ℝ (minEnergy K) D) ∧
    ContinuousOn (deriv (minEnergy K)) (Ioi 0) ∧
    (∀ D, 0 < D → D < K → HasDerivAt (deriv (minEnergy K)) (-(1 / K)) D) ∧
    (∀ D, K < D → HasDerivAt (deriv (minEnergy K)) 0 D) ∧
    ¬ DifferentiableAt ℝ (deriv (minEnergy K)) K := by
  refine ⟨fun D hD => (hasDerivAt_minEnergy hK hD).differentiableAt, ?_, ?_, ?_, ?_⟩
  · have hc : Continuous (fun x => -optCos K x) := by
      unfold optCos
      fun_prop
    exact hc.continuousOn.congr fun x hx => (hasDerivAt_minEnergy hK hx).deriv
  · intro D hD h
    have h₁ : HasDerivAt (fun x : ℝ => -(x / K)) (-(1 / K)) D :=
      ((hasDerivAt_id' D).div_const K).fun_neg
    refine h₁.congr_of_eventuallyEq ?_
    filter_upwards [Ioo_mem_nhds hD h] with x hx
    rw [(hasDerivAt_minEnergy hK hx.1).deriv, optCos_of_le hK hx.2.le]
  · intro D h
    refine (hasDerivAt_const D (-1 : ℝ)).congr_of_eventuallyEq ?_
    filter_upwards [Ioi_mem_nhds h] with x hx
    rw [(hasDerivAt_minEnergy hK (lt_trans hK hx)).deriv, optCos_of_ge hK (le_of_lt hx)]
  · -- a second derivative at K would equal both one-sided values
    intro hd
    obtain ⟨hl, hr⟩ := onset_one_sided hK
    have ul := uniqueDiffOn_Iic K K (mem_Iic.2 le_rfl)
    have ur := uniqueDiffOn_Ici K K (mem_Ici.2 le_rfl)
    have e₁ := (hl.derivWithin ul).symm.trans (hd.hasDerivAt.hasDerivWithinAt.derivWithin ul)
    have e₂ := (hr.derivWithin ur).symm.trans (hd.hasDerivAt.hasDerivWithinAt.derivWithin ur)
    have hpos : 0 < 1 / K := by positivity
    linarith

end

end SymmetryBreakingOnset
```

```lean
#print axioms SymmetryBreakingOnset.minimiser_iff
-- 'SymmetryBreakingOnset.minimiser_iff' depends on axioms: [propext, Classical.choice, Quot.sound]
#print axioms SymmetryBreakingOnset.forces_continuous_force_constants_jump
-- 'SymmetryBreakingOnset.forces_continuous_force_constants_jump' depends on axioms: [propext, Classical.choice, Quot.sound]
```

## A negative interaction strength, and a geometry in place of $D$

The sign of $K$ matters. For $K=-1$ the energy is $-Dc+\frac12(1-c^2)$, a concave function of $c$, so its minimum over $-1\le c\le1$ lies at an endpoint and equals $-|D|$. Near $D=K=-1$ this is simply $D$, with constant slope $1$. The slope is then differentiable at $D=K$, and the fifth part of the theorem is false. The theorem therefore needs a hypothesis that rules out this value of $K$.

A molecular force is a derivative with respect to a nuclear coordinate $x$, a step that the formal development leaves to the reader. If $D$ is a smooth function of $x$ and $K$ stays constant, the chain rule gives
$$\frac{d^2}{dx^2}\,m(D(x))=m''(D)\,D'(x)^2+m'(D)\,D''(x)$$
away from the onset. The last term is continuous, so the force constant jumps by $D'(x)^2/K$ in magnitude wherever $D$ passes through $K$ with $D'(x)\neq0$.

For numerical Hessians in this one-parameter model, a central difference of the slope at $D=K$ with step $h<K$ gives
$$\frac{m'(K+h)-m'(K-h)}{2h}=\frac{-1+(K-h)/K}{2h}=-\frac1{2K},$$
the average of the two force constants, and a smaller step does not change it.
